# Inward three-point integration with $g_k\ge\gamma>0$ forgets any starting ratio of at least 1

Count grid points inward from the outermost one, $k=0$, and take the recursion $y_{k+2}=\tfrac52y_{k+1}-y_k$. Two different starting guesses give

$$y:\ 1,\ 1,\ \tfrac32,\ \tfrac{11}4,\qquad z:\ 1,\ 2,\ 4,\ 8 .$$

The ratios of neighbouring values are $1,\tfrac32,\tfrac{11}6$ for $y$ and $2,2,2$ for $z$, so they differ by $1,\tfrac12,\tfrac16$. Meanwhile $y_kz_{k+1}-y_{k+1}z_k$ equals 1 each time. The difference of the ratios is this constant divided by $y_kz_k$, and it shrinks because both solutions grow.

```lean
import Mathlib

open Filter Topology

namespace InwardIntegration

noncomputable section
```

## The recursion and its ratios

In general, let

$$y_{k+2}=(2+g_k)\,y_{k+1}-y_k .$$

The central difference for $u''=qu$ with spacing $h$ has this form, with $g_k=h^2q$ at point $k+1$. Far from the nucleus, each radial component of a bound Dirac state approximately obeys such an equation with constant $q>0$, once the potential and angular terms are neglected. A lower bound $g_k\ge\gamma>0$ thus represents a classically forbidden region whose decay constant stays away from zero. The coupled first-order Dirac system and rounding errors are not modelled.

In Lean, `g` and `y` are real sequences, and `InwardSolution g y` says that the recursion holds for every `k`. A forbidden region contains only finitely many grid points; the bounds below apply there once the coefficients are continued past its inner end by $\gamma$ and the solutions by the recursion.

```lean
/-- The three-point recursion for a radial function, with `k` counting grid points inward
from the outermost one and `g k` the coefficient of the step that produces point `k + 2`. -/
def InwardSolution (g y : ℕ → ℝ) : Prop :=
  ∀ k, y (k + 2) = (2 + g k) * y (k + 1) - y k
```

The quantities to compare are $r_k=y_{k+1}/y_k$ and, for a second solution $z$, $s_k=z_{k+1}/z_k$.

```lean
/-- The ratio of the function at a grid point to its value one point further out,
after `k` inward steps; it is meant for `y k ≠ 0`. -/
def ratio (y : ℕ → ℝ) (k : ℕ) : ℝ := y (k + 1) / y k
```

The constant in the example is, up to sign, the discrete Wronskian $C_k=y_{k+1}z_k-y_kz_{k+1}$.

```lean
/-- The Casoratian, or discrete Wronskian, of two grid functions. -/
def casoratian (y z : ℕ → ℝ) (k : ℕ) : ℝ := y (k + 1) * z k - y k * z (k + 1)
```

## Growth towards the nucleus

Let $g_k\ge\gamma\ge0$, $y_0>0$ and $r_0\ge1$; Lean writes the last condition as `y 0 ≤ y 1`. If $0<y_k\le y_{k+1}$, then $y_{k+1}>0$ and

$$y_{k+2}-y_{k+1}=g_ky_{k+1}+(y_{k+1}-y_k)\ge0 .$$

Induction carries both properties inward; `nlinarith` receives the non-negative product $g_ky_{k+1}$.

```lean
/-- If the coefficients are at least `γ ≥ 0`, a solution with a positive start that does not
decrease in the first step stays positive and never decreases inward. -/
theorem pos_and_le_succ {g y : ℕ → ℝ} {γ : ℝ} (hγ : 0 ≤ γ) (hg : ∀ k, γ ≤ g k)
    (hy : InwardSolution g y) (h0 : 0 < y 0) (h1 : y 0 ≤ y 1) (k : ℕ) :
    0 < y k ∧ y k ≤ y (k + 1) := by
  induction k with
  | zero => exact ⟨h0, h1⟩
  | succ k ih =>
    obtain ⟨p, q⟩ := ih
    refine ⟨by linarith, ?_⟩
    show y (k + 1) ≤ y (k + 2)
    rw [hy k]
    nlinarith [mul_nonneg (hγ.trans (hg k)) (p.le.trans q)]
```

The same rearrangement gives a rate:

$$y_{k+2}=(1+g_k)y_{k+1}+(y_{k+1}-y_k)\ge(1+\gamma)y_{k+1}.$$

Starting from $y_1\ge y_0$, this yields $y_{k+1}\ge(1+\gamma)^ky_0$. In the proof, `step` is the displayed inequality and the `calc` block multiplies it into the induction hypothesis.

```lean
/-- If the coefficients are at least `γ ≥ 0`, a solution with a positive start that does not
decrease in the first step is at least `(1 + γ) ^ k * y 0` after `k + 1` inward steps. -/
theorem geometric_growth {g y : ℕ → ℝ} {γ : ℝ} (hγ : 0 ≤ γ) (hg : ∀ k, γ ≤ g k)
    (hy : InwardSolution g y) (h0 : 0 < y 0) (h1 : y 0 ≤ y 1) (k : ℕ) :
    (1 + γ) ^ k * y 0 ≤ y (k + 1) := by
  induction k with
  | zero => simpa using h1
  | succ k ih =>
    obtain ⟨p, q⟩ := pos_and_le_succ hγ hg hy h0 h1 k
    have step : (1 + γ) * y (k + 1) ≤ y (k + 2) := by
      rw [hy k]
      nlinarith [mul_le_mul_of_nonneg_right (hg k) (p.le.trans q)]
    calc (1 + γ) ^ (k + 1) * y 0 = (1 + γ) * ((1 + γ) ^ k * y 0) := by ring
      _ ≤ (1 + γ) * y (k + 1) := mul_le_mul_of_nonneg_left ih (by linarith)
      _ ≤ y (k + 2) := step
```

## An exact formula for the difference

Inserting the recursion for both solutions,

$$C_{k+1}=\bigl((2+g_k)y_{k+1}-y_k\bigr)z_{k+1}-y_{k+1}\bigl((2+g_k)z_{k+1}-z_k\bigr)=C_k ,$$

since the terms with $2+g_k$ cancel. Here `ring` performs the cancellation.

```lean
/-- The Casoratian of two solutions of the same recursion is the same at every grid point. -/
theorem casoratian_conserved {g y z : ℕ → ℝ} (hy : InwardSolution g y)
    (hz : InwardSolution g z) (k : ℕ) : casoratian y z k = casoratian y z 0 := by
  induction k with
  | zero => rfl
  | succ k ih =>
    rw [← ih]
    show y (k + 2) * z (k + 1) - y (k + 1) * z (k + 2) = y (k + 1) * z k - y k * z (k + 1)
    rw [hy k, hz k]
    ring
```

Over a common denominator, $r_k-s_k=C_k/(y_kz_k)$. As $C_k=C_0=(r_0-s_0)y_0z_0$,

$$r_k-s_k=(r_0-s_0)\,\frac{y_0z_0}{y_kz_k}.$$

Only non-zero values at the two points are needed. The rewrites with `div_sub_div` form the common denominators, and `h` identifies the numerators.

```lean
/-- Where two solutions do not vanish, at the start and after `k` steps, the difference of their
ratios is the initial difference times `y 0 * z 0 / (y k * z k)`. -/
theorem ratio_difference {g y z : ℕ → ℝ} (hy : InwardSolution g y)
    (hz : InwardSolution g z) (hy0 : y 0 ≠ 0) (hz0 : z 0 ≠ 0) {k : ℕ}
    (hyk : y k ≠ 0) (hzk : z k ≠ 0) :
    ratio y k - ratio z k = (ratio y 0 - ratio z 0) * (y 0 * z 0) / (y k * z k) := by
  have h := casoratian_conserved hy hz k
  unfold casoratian at h
  unfold ratio
  -- over a common denominator both differences have the Casoratian as numerator
  rw [div_sub_div _ _ hyk hzk, div_sub_div _ _ hy0 hz0, h,
    div_mul_cancel₀ _ (mul_ne_zero hy0 hz0)]
```

## The geometric bound

Let $z$ also start with $z_0>0$ and $s_0\ge1$. At $k=m+1$ the growth estimate holds for both solutions, so $y_{m+1}z_{m+1}\ge(1+\gamma)^{2m}y_0z_0$, and therefore

$$|r_{m+1}-s_{m+1}|\le\frac{|r_0-s_0|}{(1+\gamma)^{2m}} .$$

In the opening example $\gamma=\tfrac12$, and for $m=1$ the bound is $\tfrac49$ against an actual difference of $\tfrac16$. For this scalar linear recursion, a poor guess for the outer ratio in an atomic-structure calculation, provided that it is at least 1, loses its influence on the later ratios after enough inward steps through the forbidden region.

Positivity of both solutions, with a starting ratio of at least 1 for only one of them, would not suffice. With $g_k=\tfrac12$, the solutions $2^k$ and $2^{-k}$ have ratios $2$ and $\tfrac12$ for ever.

In the proof, `grow` is the product of the two growth estimates; the exact formula and clearing denominators reduce the claim to it.

```lean
/-- If the coefficients are at least `γ ≥ 0` and two solutions start positive with ratios at least
one, then after `m + 1` steps their ratios differ by at most the initial difference divided by
`(1 + γ) ^ (2 * m)`. -/
theorem forgets_start {g y z : ℕ → ℝ} {γ : ℝ} (hγ : 0 ≤ γ) (hg : ∀ k, γ ≤ g k)
    (hy : InwardSolution g y) (hz : InwardSolution g z)
    (hy0 : 0 < y 0) (hy1 : y 0 ≤ y 1) (hz0 : 0 < z 0) (hz1 : z 0 ≤ z 1) (m : ℕ) :
    |ratio y (m + 1) - ratio z (m + 1)| ≤ |ratio y 0 - ratio z 0| / (1 + γ) ^ (2 * m) := by
  have hp : 0 < 1 + γ := by linarith
  have py := (pos_and_le_succ hγ hg hy hy0 hy1 (m + 1)).1
  have pz := (pos_and_le_succ hγ hg hz hz0 hz1 (m + 1)).1
  -- both solutions have grown by at least `(1 + γ) ^ m`
  have grow : ((1 + γ) ^ m * y 0) * ((1 + γ) ^ m * z 0) ≤ y (m + 1) * z (m + 1) :=
    mul_le_mul (geometric_growth hγ hg hy hy0 hy1 m) (geometric_growth hγ hg hz hz0 hz1 m)
      (mul_pos (pow_pos hp m) hz0).le py.le
  have hpow : (1 + γ) ^ (2 * m) = (1 + γ) ^ m * (1 + γ) ^ m := by rw [two_mul, pow_add]
  rw [ratio_difference hy hz hy0.ne' hz0.ne' py.ne' pz.ne', abs_div, abs_mul,
    abs_of_pos (mul_pos hy0 hz0), abs_of_pos (mul_pos py pz),
    div_le_div_iff₀ (mul_pos py pz) (pow_pos hp _), hpow]
  calc |ratio y 0 - ratio z 0| * (y 0 * z 0) * ((1 + γ) ^ m * (1 + γ) ^ m)
      = |ratio y 0 - ratio z 0| * (((1 + γ) ^ m * y 0) * ((1 + γ) ^ m * z 0)) := by ring
    _ ≤ |ratio y 0 - ratio z 0| * (y (m + 1) * z (m + 1)) :=
      mul_le_mul_of_nonneg_left grow (abs_nonneg _)
```

If $\gamma>0$, then $(1+\gamma)^{-2}<1$ and the bound tends to zero. The proof shifts the index by one and squeezes.

```lean
/-- If the coefficients are at least some `γ > 0`, the ratios of two solutions that start positive
with ratios at least one approach each other as the number of inward steps grows. -/
theorem ratio_difference_tendsto_zero {g y z : ℕ → ℝ} {γ : ℝ} (hγ : 0 < γ)
    (hg : ∀ k, γ ≤ g k) (hy : InwardSolution g y) (hz : InwardSolution g z)
    (hy0 : 0 < y 0) (hy1 : y 0 ≤ y 1) (hz0 : 0 < z 0) (hz1 : z 0 ≤ z 1) :
    Tendsto (fun k => ratio y k - ratio z k) atTop (𝓝 0) := by
  have hlt : ((1 + γ) ^ 2)⁻¹ < 1 := inv_lt_one_of_one_lt₀ (by nlinarith)
  have lim := (tendsto_pow_atTop_nhds_zero_of_lt_one (by positivity) hlt).const_mul
    |ratio y 0 - ratio z 0|
  rw [mul_zero] at lim
  -- shift by one step and squeeze with the geometric bound
  rw [← tendsto_add_atTop_iff_nat 1]
  refine squeeze_zero_norm (fun m => ?_) lim
  rw [Real.norm_eq_abs, inv_pow, ← pow_mul, ← div_eq_mul_inv]
  exact forgets_start hγ.le hg hy hz hy0 hy1 hz0 hz1 m
```

## The first step and vanishing coefficients

The first step earns no factor $(1+\gamma)^{-2}$. Since $r_1=2+g_0-1/r_0$, starting ratios $1$ and $1+d$ with $d\ge0$ lead to the difference

$$1-\frac1{1+d}=\frac d{1+d},$$

whatever $g_0$ is. For small $d>0$ this is nearly $d$, so no contraction factor below 1 serves all $d$.

```lean
/-- Two solutions with starting values `1, 1` and `1, 1 + d`, where `d ≥ 0`, have ratios that
differ by exactly `d / (1 + d)` after one step, whatever the coefficients. -/
theorem first_step_exact {g y z : ℕ → ℝ} {d : ℝ} (hd : 0 ≤ d)
    (hy : InwardSolution g y) (hz : InwardSolution g z)
    (hy0 : y 0 = 1) (hy1 : y 1 = 1) (hz0 : z 0 = 1) (hz1 : z 1 = 1 + d) :
    ratio z 1 - ratio y 1 = d / (1 + d) := by
  have h : 1 + d ≠ 0 := by positivity
  have ey : y 2 = (2 + g 0) * y 1 - y 0 := hy 0
  have ez : z 2 = (2 + g 0) * z 1 - z 0 := hz 0
  show z 2 / z 1 - y 2 / y 1 = d / (1 + d)
  rw [ey, ez, hy0, hy1, hz0, hz1, div_sub_div _ _ h one_ne_zero,
    div_eq_div_iff (mul_ne_zero h one_ne_zero) h]
  ring
```

For $\gamma=0$ the bound says only that the difference never exceeds its initial value. With $g_k=0$, the solutions $1$ and $k+1$ have the ratio difference

$$\frac{m+2}{m+1}-1=\frac1{m+1}$$

after $m$ steps, which decays algebraically. Lean checks both recursions and then this fraction.

```lean
/-- For vanishing coefficients the constant function and the linear function `k + 1` are both
solutions, and their ratios differ by exactly `1 / (m + 1)` after `m` steps. -/
theorem zero_gap_algebraic :
    InwardSolution (fun _ => 0) (fun _ => 1) ∧
    InwardSolution (fun _ => 0) (fun k => (k : ℝ) + 1) ∧
    ∀ m : ℕ, ratio (fun k => (k : ℝ) + 1) m - ratio (fun _ => 1) m = 1 / ((m : ℝ) + 1) := by
  refine ⟨?_, ?_, ?_⟩
  · intro k
    norm_num
  · intro k
    push_cast
    ring
  · intro m
    have h : (m : ℝ) + 1 ≠ 0 := by positivity
    show (((m + 1 : ℕ) : ℝ) + 1) / ((m : ℝ) + 1) - 1 / 1 = 1 / ((m : ℝ) + 1)
    rw [Nat.cast_add, Nat.cast_one, div_sub_div _ _ h one_ne_zero,
      div_eq_div_iff (mul_ne_zero h one_ne_zero) h]
    ring

end

end InwardIntegration
```

```lean
#print axioms InwardIntegration.forgets_start
#print axioms InwardIntegration.ratio_difference_tendsto_zero
#print axioms InwardIntegration.first_step_exact
#print axioms InwardIntegration.zero_gap_algebraic
```

```
'InwardIntegration.forgets_start' depends on axioms: [propext, Classical.choice, Quot.sound]
'InwardIntegration.ratio_difference_tendsto_zero' depends on axioms: [propext, Classical.choice, Quot.sound]
'InwardIntegration.first_step_exact' depends on axioms: [propext, Classical.choice, Quot.sound]
'InwardIntegration.zero_gap_algebraic' depends on axioms: [propext, Classical.choice, Quot.sound]
```
